# Centred RMS difference over the geometric mean of standard deviations violates the triangle inequality

Two electronic-structure codes compute the energy of the same crystal at a series of volumes. Their energy zeros may differ, so each curve is first shifted to have mean zero. The root-mean-square difference of the shifted curves is then an energy, and dividing it by a typical size of the curves' own variation gives a pure number, epsilon. Suppose code A is close to code B in this measure, and B is close to code C. Does adding the two numbers bound the disagreement between A and C?

For a metric it would, by the triangle inequality. For epsilon, it can fail: the parabolas \(x^2\), \(4x^2\) and \(16x^2\) on \([-1,1]\) have neighbouring distances \(3/2\) and \(3/2\), but the outer two are \(15/4\) apart. The same failure occurs for any three copies of a continuous nonconstant curve that are scaled by different positive factors, with the middle factor as the intermediate stop.

## From curves to a dimensionless number

```lean
import Mathlib

noncomputable section

namespace EpsilonNotMetric
```

The first line loads Mathlib, the mathematical library for Lean. The namespace puts a common prefix on the names that follow.

```lean
/-- The mean value of a curve on the interval from `a` to `b`. -/
def mean (a b : ℝ) (f : ℝ → ℝ) : ℝ := (∫ x in a..b, f x) / (b - a)
```

A `def` introduces a quantity. Here `f : ℝ → ℝ` is a real function of one real variable, and the formula is the average

\[
\langle f\rangle=\frac{1}{b-a}\int_a^b f(x)\,dx .
\]

In the example of the crystal, \(x\) is the volume and \(f(x)\) the energy. Lean's real numbers carry no units. The interval is an argument of the definition because the average depends on it.

```lean
/-- The standard deviation of a curve: the root-mean-square of the mean-centred curve. -/
def stdDev (a b : ℝ) (f : ℝ → ℝ) : ℝ :=
  √(mean a b (fun x => (f x - mean a b f) ^ 2))
```

The expression `fun x => ...` denotes the function that sends \(x\) to what follows the arrow. The standard deviation is therefore

\[
\sigma_f=\sqrt{\big\langle (f-\langle f\rangle)^2\big\rangle}.
\]

It is an average over the interval with uniform weight, and describes how much the curve varies, not a statistical uncertainty.

```lean
/-- The root-mean-square difference of two mean-centred curves. -/
def rmsDiff (a b : ℝ) (f g : ℝ → ℝ) : ℝ :=
  √(mean a b (fun x => ((f x - mean a b f) - (g x - mean a b g)) ^ 2))
```

This is the numerator of epsilon,

\[
D(f,g)=\sqrt{\Big\langle\big[(f-\langle f\rangle)-(g-\langle g\rangle)\big]^2\Big\rangle}.
\]

```lean
/-- The epsilon measure: the centred root-mean-square difference divided by the square root
of the product of the standard deviations. -/
def epsilon (a b : ℝ) (f g : ℝ → ℝ) : ℝ :=
  rmsDiff a b f g / √(stdDev a b f * stdDev a b g)
```

The measure itself is

\[
\varepsilon(f,g)=\frac{D(f,g)}{\sqrt{\sigma_f\,\sigma_g}} .
\]

The denominator is the geometric mean of the two standard deviations. It can change from pair to pair, and this is where the trouble comes from: the three distances in a triangle may be measured with three different yardsticks.

In a program, the integrals can be approximated by averages over equally spaced points. With the two energy arrays `ea` and `eb` on the same grid, the calculation in Python is

```python
da, db = ea - ea.mean(), eb - eb.mean()
eps = np.sqrt(np.mean((da - db)**2) / (da.std() * db.std()))

```

```lean
/-- A continuous curve on a proper interval `[a, b]` that takes at least two values there. -/
def NonconstantCurve (a b : ℝ) (f : ℝ → ℝ) : Prop :=
  a < b ∧ ContinuousOn f (Set.Icc a b) ∧
    ∃ x ∈ Set.Icc a b, ∃ y ∈ Set.Icc a b, f x ≠ f y
```

A `Prop` is a statement, which may be true or false. `NonconstantCurve a b f` says that \(a<b\), that \(f\) is continuous on the closed interval `Set.Icc a b`, and that \(f\) takes two different values there. Physically, the energy responds to the change in volume. A constant curve has \(\sigma_f=0\), and epsilon then has no meaningful value; this condition excludes that case.

## What a change of amplitude does

```lean
/-- Rescaling a curve rescales its mean by the same factor. -/
theorem mean_const_mul (a b p : ℝ) (f : ℝ → ℝ) :
    mean a b (fun x => p * f x) = p * mean a b f := by
  simp only [mean, intervalIntegral.integral_const_mul, mul_div_assoc]
```

A `theorem` states a claim after the colon and proves it after `:=`. This one says \(\langle pf\rangle=p\langle f\rangle\), because a constant factor can be taken out of the integral. The proof unfolds the definition of the mean and applies that rule.

```lean
/-- Rescaling a curve rescales its standard deviation by the magnitude of the factor. -/
theorem stdDev_const_mul (a b p : ℝ) (f : ℝ → ℝ) :
    stdDev a b (fun x => p * f x) = |p| * stdDev a b f := by
  have h : (fun x => (p * f x - mean a b (fun x => p * f x)) ^ 2)
      = fun x => p ^ 2 * (f x - mean a b f) ^ 2 := by
    funext x
    simp only [mean_const_mul]
    ring
  simp only [stdDev]
  rw [h, mean_const_mul, Real.sqrt_mul (sq_nonneg p), Real.sqrt_sq_eq_abs]
```

The claim is \(\sigma_{pf}=|p|\,\sigma_f\). By hand, the centred curve is

\[
pf-\langle pf\rangle=p\,(f-\langle f\rangle),
\]

so its square carries a factor \(p^2\). This factor leaves the average, and \(\sqrt{p^2}=|p|\).

The proof takes the same route. The auxiliary statement `h` is the identity for the squares, checked at each point by the algebra tactic `ring`. The command `rw` then rewrites the goal with one equation after another, taking the factor out of the mean and then out of the root.

```lean
/-- Two rescaled copies of one curve have a centred root-mean-square difference equal to the
difference of the amplitudes, in magnitude, times the standard deviation of the curve. -/
theorem rmsDiff_const_mul (a b p q : ℝ) (f : ℝ → ℝ) :
    rmsDiff a b (fun x => p * f x) (fun x => q * f x) = |p - q| * stdDev a b f := by
  have h : (fun x => ((p * f x - mean a b (fun x => p * f x))
        - (q * f x - mean a b (fun x => q * f x))) ^ 2)
      = fun x => (p - q) ^ 2 * (f x - mean a b f) ^ 2 := by
    funext x
    simp only [mean_const_mul]
    ring
  simp only [rmsDiff, stdDev]
  rw [h, mean_const_mul, Real.sqrt_mul (sq_nonneg (p - q)), Real.sqrt_sq_eq_abs]
```

For two copies of one curve, the centred difference is

\[
p(f-\langle f\rangle)-q(f-\langle f\rangle)=(p-q)(f-\langle f\rangle),
\]

and squaring, averaging and taking the root gives \(D(pf,qf)=|p-q|\,\sigma_f\). The proof has the same structure as the previous one, with \(p-q\) in place of \(p\).

```lean
/-- A continuous nonconstant curve has positive standard deviation. -/
theorem stdDev_pos {a b : ℝ} {f : ℝ → ℝ} (hf : NonconstantCurve a b f) :
    0 < stdDev a b f := by
  obtain ⟨hab, hc, x, hx, y, hy, hxy⟩ := hf
  -- at least one of the two values differs from the mean
  have hne : ∃ z ∈ Set.Icc a b, 0 < (f z - mean a b f) ^ 2 := by
    by_cases h : f x = mean a b f
    · exact ⟨y, hy, pow_pos_of_ne (fun h' => hxy (h.trans h'.symm))⟩
    · exact ⟨x, hx, pow_pos_of_ne h⟩
  have key : 0 < ∫ x in a..b, (f x - mean a b f) ^ 2 :=
    intervalIntegral.integral_pos hab ((hc.sub continuousOn_const).pow 2)
      (fun _ _ => sq_nonneg _) hne
  exact Real.sqrt_pos.2 (div_pos key (sub_pos.2 hab))
where
  pow_pos_of_ne {u v : ℝ} (h : u ≠ v) : 0 < (u - v) ^ 2 :=
    pow_pos_aux (sub_ne_zero.2 h)
  pow_pos_aux {u : ℝ} (h : u ≠ 0) : 0 < u ^ 2 := by positivity
```

Curly braces mark arguments that Lean works out for itself, while `hf` is the assumption that the curve is continuous and nonconstant. The conclusion is \(\sigma_f>0\).

By hand, let \(f(x)\ne f(y)\). The two values cannot both equal \(\langle f\rangle\), so \((f-\langle f\rangle)^2\) is positive at one of the two points. By continuity it stays positive on a small piece of the interval around that point, and it is nowhere negative. Its integral is therefore positive, and so are the average and its root.

In the proof, `obtain` unpacks the assumption into its parts, and `by_cases` asks whether \(f(x)\) equals the mean. If so, \(y\) is the required point; otherwise \(x\) is. The Mathlib theorem `intervalIntegral.integral_pos` supplies the continuity argument. The two short statements after `where` record that the square of a nonzero number is positive.

```lean
/-- For two copies of one continuous nonconstant curve with positive amplitudes `p` and `q`, epsilon
is `|p - q| / √(p q)`. -/
theorem epsilon_scaled {a b p q : ℝ} {f : ℝ → ℝ} (hf : NonconstantCurve a b f)
    (hp : 0 < p) (hq : 0 < q) :
    epsilon a b (fun x => p * f x) (fun x => q * f x) = |p - q| / √(p * q) := by
  have hs := stdDev_pos hf
  have h : p * stdDev a b f * (q * stdDev a b f) = p * q * stdDev a b f ^ 2 := by ring
  unfold epsilon
  rw [rmsDiff_const_mul, stdDev_const_mul, stdDev_const_mul, abs_of_pos hp, abs_of_pos hq, h,
    Real.sqrt_mul (mul_pos hp hq).le, Real.sqrt_sq hs.le, mul_div_mul_right _ _ hs.ne']
```

With \(p,q>0\), the preceding results give

\[
\varepsilon(pf,qf)=\frac{|p-q|\,\sigma_f}{\sqrt{p\sigma_f\cdot q\sigma_f}}
=\frac{|p-q|\,\sigma_f}{\sqrt{pq}\;\sigma_f}
=\frac{|p-q|}{\sqrt{pq}} .
\]

The shape of the curve has disappeared. Positivity of \(\sigma_f\), called `hs` in the proof, is what permits the cancellation in the last step. Positive amplitudes remove the absolute values from the two standard deviations.

```lean
/-- For two copies of one continuous nonconstant curve with amplitudes `u²` and `v²`, where `0 < u <
v`, epsilon is `(v² - u²) / (u v)`. -/
theorem epsilon_scaled_sq {a b u v : ℝ} {f : ℝ → ℝ} (hf : NonconstantCurve a b f)
    (hu : 0 < u) (huv : u < v) :
    epsilon a b (fun x => u ^ 2 * f x) (fun x => v ^ 2 * f x)
      = (v ^ 2 - u ^ 2) / (u * v) := by
  have hv : 0 < v := hu.trans huv
  have h2 : 0 < v ^ 2 - u ^ 2 := by nlinarith
  rw [epsilon_scaled hf (pow_pos hu 2) (pow_pos hv 2), abs_sub_comm, abs_of_pos h2,
    ← mul_pow, Real.sqrt_sq (mul_pos hu hv).le]
```

The root in the denominator disappears if the amplitudes are written as squares. For \(0<u<v\),

\[
\varepsilon(u^2f,v^2f)=\frac{v^2-u^2}{\sqrt{u^2v^2}}=\frac{v^2-u^2}{uv}.
\]

The tactic `nlinarith`, which can multiply inequalities together, proves that \(v^2-u^2\) is positive. The absolute value can then be dropped.

## The detour is shorter than the direct path

```lean
/-- Three copies of any continuous nonconstant curve with amplitudes `0 < p < q < r` violate
the triangle inequality for epsilon. -/
theorem triangle_inequality_fails {a b p q r : ℝ} {f : ℝ → ℝ} (hf : NonconstantCurve a b f)
    (hp : 0 < p) (hpq : p < q) (hqr : q < r) :
    epsilon a b (fun x => p * f x) (fun x => q * f x)
      + epsilon a b (fun x => q * f x) (fun x => r * f x)
      < epsilon a b (fun x => p * f x) (fun x => r * f x) := by
  have root : ∀ t : ℝ, 0 < t → ∃ u : ℝ, 0 < u ∧ u ^ 2 = t :=
    fun t ht => ⟨√t, Real.sqrt_pos.2 ht, Real.sq_sqrt ht.le⟩
  obtain ⟨u, hu, rfl⟩ := root p hp
  obtain ⟨v, hv, rfl⟩ := root q (hp.trans hpq)
  obtain ⟨w, hw, rfl⟩ := root r ((hp.trans hpq).trans hqr)
  have huv : u < v := by nlinarith
  have hvw : v < w := by nlinarith
  rw [epsilon_scaled_sq hf hu huv, epsilon_scaled_sq hf hv hvw,
    epsilon_scaled_sq hf hu (huv.trans hvw)]
  -- the excess of the direct distance over the detour factorises
  have hex : (w ^ 2 - u ^ 2) / (u * w)
      - ((v ^ 2 - u ^ 2) / (u * v) + (w ^ 2 - v ^ 2) / (v * w))
      = (v - u) * (w - v) * (w - u) / (u * v * w) := by
    field_simp
    ring
  have hpos : 0 < (v - u) * (w - v) * (w - u) / (u * v * w) :=
    div_pos (mul_pos (mul_pos (sub_pos.2 huv) (sub_pos.2 hvw))
      (sub_pos.2 (huv.trans hvw))) (by positivity)
  linarith
```

The theorem takes any three amplitudes \(0<p<q<r\) and states

\[
\varepsilon(pf,qf)+\varepsilon(qf,rf)<\varepsilon(pf,rf).
\]

For the derivation, set \(p=u^2\), \(q=v^2\), \(r=w^2\) with positive roots, so that \(u<v<w\). The direct distance minus the detour is

\[
\frac{w^2-u^2}{uw}-\frac{v^2-u^2}{uv}-\frac{w^2-v^2}{vw}
=\frac{v(w^2-u^2)-w(v^2-u^2)-u(w^2-v^2)}{uvw}.
\]

Expanding the numerator gives

\[
vw^2-u^2v-v^2w+u^2w-uw^2+uv^2=(v-u)(w-v)(w-u).
\]

All three factors are positive, and so is \(uvw\). The direct distance is strictly larger.

In Lean, `root` provides a positive square root for each amplitude, and the three `obtain` lines replace \(p,q,r\) by \(u^2,v^2,w^2\) throughout. After the distances have been rewritten, `hex` is the factorisation above: `field_simp` clears the denominators and `ring` compares the polynomials. The statement `hpos` gives the sign, and `linarith` combines the two by linear arithmetic.

The ratios of the amplitudes may be as close to 1 as one likes. The excess is then small, since it is a product of three differences divided by \(uvw\), but it is still positive. For a comparison of codes through a common reference, this means that the sum of the two epsilons to the reference is not a guaranteed bound on the epsilon between the codes, as the idealised case of curves differing only in amplitude already shows. Computing the direct value from the two curves themselves avoids relying on such a bound.

## A constant prefactor does not repair it

```lean
/-- For any continuous nonconstant curve and any constant `K`, some rescaling factor `c > 1`
violates even the triangle inequality relaxed by the factor `K`. -/
theorem relaxed_triangle_inequality_fails {a b : ℝ} {f : ℝ → ℝ}
    (hf : NonconstantCurve a b f) (K : ℝ) :
    ∃ c : ℝ, 1 < c ∧
      K * (epsilon a b f (fun x => c * f x)
        + epsilon a b (fun x => c * f x) (fun x => c ^ 2 * f x))
      < epsilon a b f (fun x => c ^ 2 * f x) := by
  obtain ⟨s, hs, hK⟩ : ∃ s : ℝ, 1 < s ∧ 2 * K < s :=
    ⟨2 * |K| + 2, by linarith [abs_nonneg K], by linarith [le_abs_self K]⟩
  have hs0 : 0 < s := by linarith
  have hs2 : s < s ^ 2 := by nlinarith
  have e1 := epsilon_scaled_sq hf one_pos hs
  have e2 := epsilon_scaled_sq hf hs0 hs2
  have e3 := epsilon_scaled_sq hf one_pos (hs.trans hs2)
  simp only [one_pow, one_mul] at e1 e3
  refine ⟨s ^ 2, hs.trans hs2, ?_⟩
  rw [e1, e2, e3]
  have hex : ((s ^ 2) ^ 2 - 1) / s ^ 2
      - K * ((s ^ 2 - 1) / s + ((s ^ 2) ^ 2 - s ^ 2) / (s * s ^ 2))
      = (s ^ 2 - 1) * (s * (s - 2 * K) + 1) / s ^ 2 := by
    field_simp
    ring
  have h1 : 0 < s ^ 2 - 1 := by linarith
  have h2 : 0 < s * (s - 2 * K) + 1 := by
    linarith [mul_pos hs0 (sub_pos.2 hK)]
  have hpos : 0 < (s ^ 2 - 1) * (s * (s - 2 * K) + 1) / s ^ 2 :=
    div_pos (mul_pos h1 h2) (pow_pos hs0 2)
  linarith
```

Some measures that are not metrics still satisfy a weaker inequality, in which the direct distance is at most a fixed constant \(K\) times the detour. The theorem excludes this for epsilon on continuous nonconstant curves. For each real \(K\) there is a factor \(c>1\) with

\[
K\big[\varepsilon(f,cf)+\varepsilon(cf,c^2f)\big]<\varepsilon(f,c^2f).
\]

Put \(c=s^2\) with \(s>1\). The amplitudes are \(1,s^2,s^4\), and the formula for squared amplitudes gives

\[
\varepsilon(f,cf)=\varepsilon(cf,c^2f)=\frac{s^2-1}{s},\qquad
\varepsilon(f,c^2f)=\frac{s^4-1}{s^2}.
\]

Subtracting \(K\) times the detour from the direct distance leaves

\[
\frac{s^4-1}{s^2}-2K\,\frac{s^2-1}{s}
=\frac{(s^2-1)\,\big[s(s-2K)+1\big]}{s^2},
\]

which is positive as soon as \(s>2K\). The proof chooses \(s=2|K|+2\), which exceeds both \(1\) and \(2K\). The equations `e1`, `e2` and `e3` are the three distances, and `hex` is the last display.

The factor \(c\) depends on \(K\). The theorem therefore says nothing about a collection of curves whose standard deviations all lie within fixed positive bounds.

## Three parabolas

```lean
/-- For the parabolas `x²`, `4x²` and `16x²` on `[-1, 1]` epsilon takes the values `3/2`, `3/2`
and `15/4`, and the triangle inequality fails. -/
theorem epsilon_parabolas :
    epsilon (-1) 1 (fun x => x ^ 2) (fun x => 4 * x ^ 2) = 3 / 2 ∧
    epsilon (-1) 1 (fun x => 4 * x ^ 2) (fun x => 16 * x ^ 2) = 3 / 2 ∧
    epsilon (-1) 1 (fun x => x ^ 2) (fun x => 16 * x ^ 2) = 15 / 4 ∧
    ¬ epsilon (-1) 1 (fun x => x ^ 2) (fun x => 16 * x ^ 2)
      ≤ epsilon (-1) 1 (fun x => x ^ 2) (fun x => 4 * x ^ 2)
        + epsilon (-1) 1 (fun x => 4 * x ^ 2) (fun x => 16 * x ^ 2) := by
  have hf : NonconstantCurve (-1) 1 (fun x : ℝ => x ^ 2) :=
    ⟨by norm_num, (continuous_pow 2).continuousOn, 0, by norm_num, 1, by norm_num, by norm_num⟩
  have a2 : (2 : ℝ) ^ 2 = 4 := by norm_num
  have a4 : (4 : ℝ) ^ 2 = 16 := by norm_num
  have e1 := epsilon_scaled_sq hf (u := 1) (v := 2) (by norm_num) (by norm_num)
  have e2 := epsilon_scaled_sq hf (u := 2) (v := 4) (by norm_num) (by norm_num)
  have e3 := epsilon_scaled_sq hf (u := 1) (v := 4) (by norm_num) (by norm_num)
  simp only [one_pow, one_mul, a2, a4] at e1 e2 e3
  rw [e1, e2, e3]
  norm_num

end EpsilonNotMetric
```

The symbol `∧` means "and", so the theorem makes four claims: three values and the failure of the inequality, written with `¬` for "not". By hand, the first parabola has

\[
\langle x^2\rangle=\frac13,\qquad
\sigma^2=\langle x^4\rangle-\langle x^2\rangle^2=\frac15-\frac19=\frac{4}{45}.
\]

The other standard deviations are \(4\sigma\) and \(16\sigma\), and \(\sigma\) cancels in each ratio:

\[
\varepsilon(x^2,4x^2)=\frac{3\sigma}{\sqrt{4\sigma^2}}=\frac32,\quad
\varepsilon(4x^2,16x^2)=\frac{12\sigma}{\sqrt{64\sigma^2}}=\frac32,\quad
\varepsilon(x^2,16x^2)=\frac{15\sigma}{\sqrt{16\sigma^2}}=\frac{15}{4}.
\]

The detour has length \(3\), which is less than \(15/4\). The amplitudes are chosen for easy arithmetic, not as realistic results of three codes for one crystal, and \(x\) here is best read as a scaled change of volume, since it takes negative values.

Lean does not need the value of \(\sigma\). The proof first checks that \(x^2\) is a continuous nonconstant curve, using its different values at \(0\) and \(1\). It then applies `epsilon_scaled_sq` with the roots \(1,2,4\) of the amplitudes \(1,4,16\), and `norm_num` does the remaining arithmetic.

The same cancellation occurs when the averages run over grid points, a case that the theorems, being about integrals, leave aside. Feeding the Python lines above with a nonconstant array and its multiples by 4 and 16 should thus return 1.5, 1.5 and 3.75 up to rounding, which gives a quick check of the normalisation in an implementation.

```lean
#print axioms EpsilonNotMetric.triangle_inequality_fails
#print axioms EpsilonNotMetric.relaxed_triangle_inequality_fails
#print axioms EpsilonNotMetric.epsilon_parabolas
```

```
'EpsilonNotMetric.triangle_inequality_fails' depends on axioms: [propext, Classical.choice, Quot.sound]
'EpsilonNotMetric.relaxed_triangle_inequality_fails' depends on axioms: [propext, Classical.choice, Quot.sound]
'EpsilonNotMetric.epsilon_parabolas' depends on axioms: [propext, Classical.choice, Quot.sound]
```
